# Complex conjugation of a polarization vector reverses its angular momentum

The columns of a finite complex matrix `e` are read as phonon polarization vectors, and a Hermitian matrix `L` whose entrywise conjugate is `-L` plays the part of the angular momentum operator. The lemma `mode_reversed` says that conjugating every entry of `e` changes the sign of the `j`-th diagonal entry of `eᴴ * L * e`. That entry is the expectation value of `L` in the `j`-th column when the column is normalised; the lemma assumes neither normalisation nor that the columns are eigenvectors of any dynamical matrix. The attempt conjugates the whole product to get one equation, `h3`, takes a second, `h4`, from the fact that the diagonal entries of a Hermitian matrix are real, and combines the two linearly.

An attempt in Lean 4 with a fault in it:

```lean
import Mathlib

open Matrix

namespace PhononAngularMomentum

noncomputable section

variable {n Q : Type*} [Fintype n] [DecidableEq n]

omit [DecidableEq n] in
/-- Entrywise complex conjugation respects matrix products. -/
theorem map_star_mul (X Y : Matrix n n ℂ) : (X * Y).map star = X.map star * Y.map star := by
  ext i j
  simp only [Matrix.map_apply, Matrix.mul_apply, star_sum, star_mul']

omit [DecidableEq n] in
/-- Conjugating the polarization vectors reverses the angular momentum of each mode. -/
theorem mode_reversed {L : Matrix n n ℂ} (hL : L.IsHermitian) (hc : L.map star = -L)
    (e : Matrix n n ℂ) (j : n) :
    ((e.map star)ᴴ * L * e.map star) j j = -(eᴴ * L * e) j j := by
  have h1 : (e.map star)ᴴ = eᴴ.map star := by ext i j; rfl
  have h2 : (eᴴ * L * e).map star = -((e.map star)ᴴ * L * e.map star) := by
    rw [map_star_mul, map_star_mul, hc, h1, mul_neg, neg_mul]
  have h3 : star ((eᴴ * L * e) j j) = -((e.map star)ᴴ * L * e.map star) j j :=
    congrFun (congrFun h2 j) j
  -- the expectation value of a Hermitian matrix is real
  have h4 := (isHermitian_conjTranspose_mul_mul e hL).apply j j
  linear_combination h4 - h3

end

end PhononAngularMomentum
```

Messages:

```
Main.lean:29:2: error: ring failed, ring expressions not equal
n : Type u_1
inst✝ : Fintype n
L : Matrix n n ℂ
hL : L.IsHermitian
hc : L.map star = -L
e : Matrix n n ℂ
j : n
h1 : (e.map star)ᴴ = eᴴ.map star
h2 : (eᴴ * L * e).map star = -((e.map star)ᴴ * L * e.map star)
h3 : star ((eᴴ * L * e) j j) = -((e.map star)ᴴ * L * e.map star) j j
h4 : star ((eᴴ * L * e) j j) = (eᴴ * L * e) j j
⊢ ((e.map star)ᴴ * L * e.map star) j j * 2 + (eᴴ * L * e) j j * 2 = 0
```

The error says that `ring` could not prove the identity left after `linear_combination` had used the given equations. Both equations are correct, but they were subtracted in the wrong order.

Write A for the diagonal entry with conjugated vectors, B for the original one, and S for `star` of B. Then `h3` is S = -A, `h4` is S = B, and the goal is A = -B. `linear_combination` moves everything to the left-hand side, subtracts the proposed combination, and asks `ring` to show that the result is zero.

With `h4 - h3`, the combination contributes (S - B) - (S + A) = -A - B. Subtracting this from the goal's A + B doubles it instead of cancelling it, which leaves the 2A + 2B = 0 shown in the message. `ring` cannot prove that, since it treats A and B as unrelated quantities.

The diff changes only the order, to `h3 - h4`. The combination is now A + B, exactly what the goal requires, so the difference is zero and `ring` closes it.

The repair, with which the file compiles:

```diff
@@ -27,5 +27,5 @@
   -- the expectation value of a Hermitian matrix is real
   have h4 := (isHermitian_conjTranspose_mul_mul e hL).apply j j
-  linear_combination h4 - h3
+  linear_combination h3 - h4
 
 end
```
